# A two-point transition-state rule, exact for energies up to cubic in the occupation

Let the total energy $E(f)$ be a real polynomial of degree at most 3 in the occupation $f$ of one orbital. Then the energy of filling the orbital follows exactly from two derivatives:

$$E(1)-E(0)=\tfrac14\left[E'(0)+3E'(\tfrac23)\right].$$

For $E(f)=f^4$ the right-hand side is $8/9$, while the true difference is 1.

## Energy differences from orbital energies

An ionisation energy is a difference of two total energies. Janak's theorem identifies the Kohn–Sham orbital energy with $E'(f)$, so the difference can be estimated from orbital energies at chosen occupations. Slater's transition state uses the midpoint; the generalised rule uses the starting point and a point two thirds of the way along. The result bears on such estimates in density-functional calculations, for a single varying occupation and a polynomial energy.

For a change from $a$ to $a+d$, the estimate is

$$T=\tfrac d4\left[E'(a)+3E'(a+\tfrac{2d}{3})\right].$$

Adding an electron to the empty orbital is $a=0$, $d=1$; removing one from the filled orbital is $a=1$, $d=-1$.

## The theorems in words

A total energy is a polynomial `E : ℝ[X]`, its value at $f$ is `E.eval f`, and its coefficient $c_k$ is `E.coeff k`. The bound `E.natDegree ≤ 3` admits constants and the zero polynomial. `orbitalEnergy` is defined as the derivative; that it equals a Kohn–Sham eigenvalue is the physical input from Janak's theorem. `transitionEstimate E a d` is $T$. Here $d$ is the change in occupation, negative when an electron is removed. Both $a$ and $d$ may be any real numbers, although physical occupations of one spin orbital lie between 0 and 1.

- For degree at most 4, $E(a+d)-E(a)=T+c_4d^4/9$.
- For degree at most 3, $T$ is exact, and the rule from the filled orbital is $E(1)-E(0)=[E'(1)+3E'(\tfrac13)]/4$.
- For degree at most 3, the energy change is Slater's midpoint value $d\,E'(a+d/2)$ plus $c_3d^3/4$.
- A rule $uE'(0)+vE'(x)$ gives $E(1)-E(0)$ for all energies of degree at most 3 exactly when $u=\tfrac14$, $v=\tfrac34$, $x=\tfrac23$.

## Expansion about the starting occupation

Write $E(a+t)=e_0+e_1t+e_2t^2+e_3t^3+e_4t^4$, where $e_4=c_4$. Then $E'(a)=e_1$ and

$$E'(a+\tfrac{2d}{3})=e_1+\tfrac43e_2d+\tfrac43e_3d^2+\tfrac{32}{27}e_4d^3.$$

Inserting both gives

$$T=e_1d+e_2d^2+e_3d^3+\tfrac89e_4d^4.$$

The exact change is $e_1d+e_2d^2+e_3d^3+e_4d^4$, so the error is $c_4d^4/9$, which vanishes for degree at most 3. Setting $a=1$, $d=-1$ and reversing the sign gives the filled-orbital rule.

If $e_4=0$, then $e_3=c_3$, and the midpoint value is $d\,E'(a+d/2)=e_1d+e_2d^2+\tfrac34c_3d^3$. This leaves the error $c_3d^3/4$.

## Why the second point lies at two thirds

Testing $uE'(0)+vE'(x)$ on $f$, $f^2$ and $f^3$ gives

$$u+v=1,\qquad 2vx=1,\qquad 3vx^2=1.$$

Multiplying the second equation by $x$ gives $2vx^2=x$, and the third gives $2vx^2=\tfrac23$. Hence $x=\tfrac23$, $v=\tfrac34$ and $u=\tfrac14$. Conversely, these values give the rule already shown to be exact.

## A linear and a quartic energy

If $E$ is linear, the orbital energy is constant, and a single value times $d$ already gives the energy change.

For $E=f^4$, $E'(0)=0$ and $E'(\tfrac23)=\tfrac{32}{27}$, so the estimate is $\tfrac34\cdot\tfrac{32}{27}=\tfrac89$. The degree bound 3 therefore cannot be raised to 4.

## The Lean file

```lean
import Mathlib

open Polynomial

namespace GeneralisedTransitionState

noncomputable section

/-- The orbital energy at occupation `f`: the derivative of the total energy `E` with respect
to the occupation of the orbital. -/
def orbitalEnergy (E : ℝ[X]) (f : ℝ) : ℝ := (derivative E).eval f

/-- The generalised transition-state estimate of the energy change when the occupation goes from `a`
to `a + d`: orbital energies at the start and at two thirds of the way, with weights 1/4 and 3/4,
times the change in occupation `d`. -/
def transitionEstimate (E : ℝ[X]) (a d : ℝ) : ℝ :=
  d * (orbitalEnergy E a + 3 * orbitalEnergy E (a + 2 * d / 3)) / 4

/-- A total energy of degree at most four in the occupation, written out in its
coefficients. -/
theorem energy_expansion (E : ℝ[X]) (hE : E.natDegree ≤ 4) (f : ℝ) :
    E.eval f = E.coeff 0 + E.coeff 1 * f + E.coeff 2 * f ^ 2 + E.coeff 3 * f ^ 3
      + E.coeff 4 * f ^ 4 := by
  rw [Polynomial.eval_eq_sum_range' (show E.natDegree < 5 by omega)]
  simp only [Finset.sum_range_succ, Finset.sum_range_zero, zero_add]
  ring

/-- The orbital energy belonging to a total energy of degree at most four, written out in the
coefficients of the total energy. -/
theorem orbitalEnergy_expansion (E : ℝ[X]) (hE : E.natDegree ≤ 4) (f : ℝ) :
    orbitalEnergy E f = E.coeff 1 + 2 * E.coeff 2 * f + 3 * E.coeff 3 * f ^ 2
      + 4 * E.coeff 4 * f ^ 3 := by
  have hd : (derivative E).natDegree < 4 := by
    have h := Polynomial.natDegree_derivative_le E
    omega
  unfold orbitalEnergy
  rw [Polynomial.eval_eq_sum_range' hd]
  simp only [Finset.sum_range_succ, Finset.sum_range_zero, Polynomial.coeff_derivative,
    zero_add, Nat.reduceAdd]
  push_cast
  ring

/-- For a total energy of degree at most four, the exact energy change is the generalised
transition-state estimate plus one ninth of the quartic coefficient times `d ^ 4`. -/
theorem energy_change_eq_estimate_add_error (E : ℝ[X]) (hE : E.natDegree ≤ 4) (a d : ℝ) :
    E.eval (a + d) - E.eval a = transitionEstimate E a d + E.coeff 4 * d ^ 4 / 9 := by
  unfold transitionEstimate
  simp only [energy_expansion E hE, orbitalEnergy_expansion E hE]
  ring

/-- The generalised transition-state rule gives the exact energy change, for any initial occupation
and any change in occupation, if the total energy has degree at most three. -/
theorem transitionEstimate_exact (E : ℝ[X]) (hE : E.natDegree ≤ 3) (a d : ℝ) :
    transitionEstimate E a d = E.eval (a + d) - E.eval a := by
  -- the error term vanishes together with the quartic coefficient
  have hc : E.coeff 4 = 0 := Polynomial.coeff_eq_zero_of_natDegree_lt (by omega)
  rw [energy_change_eq_estimate_add_error E (by omega) a d, hc]
  ring

/-- The rule seen from the filled orbital: for a total energy of degree at most three, the
orbital energies at occupations 1 and 1/3 give the exact difference `E(1) - E(0)`. -/
theorem filled_orbital_rule (E : ℝ[X]) (hE : E.natDegree ≤ 3) :
    (orbitalEnergy E 1 + 3 * orbitalEnergy E (1 / 3)) / 4 = E.eval 1 - E.eval 0 := by
  have h4 : E.natDegree ≤ 4 := by omega
  have hc : E.coeff 4 = 0 := Polynomial.coeff_eq_zero_of_natDegree_lt (by omega)
  simp only [energy_expansion E h4, orbitalEnergy_expansion E h4, hc]
  ring

/-- For a total energy of degree at most three, the exact energy change is Slater's transition-state
value, `d` times the orbital energy at the midpoint, plus a quarter of the cubic coefficient times
`d ^ 3`. -/
theorem slater_midpoint_error (E : ℝ[X]) (hE : E.natDegree ≤ 3) (a d : ℝ) :
    E.eval (a + d) - E.eval a
      = d * orbitalEnergy E (a + d / 2) + E.coeff 3 * d ^ 3 / 4 := by
  have h4 : E.natDegree ≤ 4 := by omega
  have hc : E.coeff 4 = 0 := Polynomial.coeff_eq_zero_of_natDegree_lt (by omega)
  simp only [energy_expansion E h4, orbitalEnergy_expansion E h4, hc]
  ring

/-- A rule that combines the orbital energy of the empty orbital with the one at a single further
occupation `x`, each with a fixed weight, gives the energy difference `E(1) - E(0)` for all total
energies `E` of degree at most three if and only if the weights are 1/4 and 3/4 and `x` is 2/3. -/
theorem exact_rule_iff (u v x : ℝ) :
    (∀ E : ℝ[X], E.natDegree ≤ 3 →
      u * orbitalEnergy E 0 + v * orbitalEnergy E x = E.eval 1 - E.eval 0) ↔
    u = 1 / 4 ∧ v = 3 / 4 ∧ x = 2 / 3 := by
  constructor
  · intro h
    -- test the rule on the energies f, f ^ 2 and f ^ 3
    have h1 : u + v = 1 := by
      have t := h X (by simp)
      norm_num [orbitalEnergy] at t
      linarith
    have h2 : 2 * v * x = 1 := by
      have t := h (X ^ 2) (by simp)
      norm_num [orbitalEnergy] at t
      linarith
    have h3 : 3 * v * x ^ 2 = 1 := by
      have t := h (X ^ 3) (by simp)
      norm_num [orbitalEnergy] at t
      linarith
    -- the last two conditions fix the node, and the node fixes the weights
    have hx : x = 2 / 3 := by
      linear_combination (-x) * h2 + (2 / 3) * h3
    rw [hx] at h2
    exact ⟨by linarith, by linarith, hx⟩
  · rintro ⟨rfl, rfl, rfl⟩ E hE
    have h4 : E.natDegree ≤ 4 := by omega
    have hc : E.coeff 4 = 0 := Polynomial.coeff_eq_zero_of_natDegree_lt (by omega)
    simp only [energy_expansion E h4, orbitalEnergy_expansion E h4, hc]
    ring

/-- For the quartic energy `E(f) = f ^ 4` the rule gives 8/9 for the filling of the empty
orbital, whereas the exact energy change is 1. -/
theorem quartic_counterexample :
    transitionEstimate (X ^ 4) 0 1 = 8 / 9 ∧
      (X ^ 4 : ℝ[X]).eval 1 - (X ^ 4 : ℝ[X]).eval 0 = 1 := by
  constructor
  · norm_num [transitionEstimate, orbitalEnergy]
  · norm_num

end

end GeneralisedTransitionState
```

```lean
#print axioms GeneralisedTransitionState.transitionEstimate_exact
#print axioms GeneralisedTransitionState.slater_midpoint_error
#print axioms GeneralisedTransitionState.exact_rule_iff
#print axioms GeneralisedTransitionState.quartic_counterexample
```

```
'GeneralisedTransitionState.transitionEstimate_exact' depends on axioms: [propext, Classical.choice, Quot.sound]
'GeneralisedTransitionState.slater_midpoint_error' depends on axioms: [propext, Classical.choice, Quot.sound]
'GeneralisedTransitionState.exact_rule_iff' depends on axioms: [propext, Classical.choice, Quot.sound]
'GeneralisedTransitionState.quartic_counterexample' depends on axioms: [propext, Classical.choice, Quot.sound]
```

## From coefficients to the proofs

`energy_expansion` turns evaluation into a sum over five coefficients. `orbitalEnergy_expansion` treats the derivative, whose degree is at most 3, as a sum over four coefficients. Both expand about zero, whereas the derivation above expands about $a$.

With these formulas, `ring` compares the powers of $a$ and $d$ in `energy_change_eq_estimate_add_error`. `transitionEstimate_exact` then sets $c_4=0$. `filled_orbital_rule` and `slater_midpoint_error` use the expansions directly, again with $c_4=0$.

In `exact_rule_iff`, `h1`, `h2` and `h3` are the three test equations. The `linear_combination` step combines the last two to obtain $x=\tfrac23$, and `linarith` finds the weights. The converse is another comparison of coefficients. `quartic_counterexample` evaluates both numbers with `norm_num`.
